# With the free-electron spin moment, a dilute electron gas changes from diamagnetic to paramagnetic at band mass 1/√3 in weak fields

Let m > 0 be the band mass in free-electron masses, and let x = μ_B B/(k_B T), with μ_B the Bohr magneton, B the field, k_B Boltzmann's constant and T the temperature. For a dilute, non-interacting gas in an isotropic parabolic band, with the free-electron spin moment, Z(x) = cosh x · (x/m)/sinh(x/m) is the one-particle partition function in the field divided by its zero-field value.

In Lean 4 with Mathlib:

```lean
import Mathlib

open Filter Topology

namespace OrbitalVersusSpinMagnetism

noncomputable section

/-- One-particle partition function in a field divided by its zero-field value, for band mass `m`
(in free-electron masses) and `x` = Bohr magneton times field over `k_B T`; the domain is `m ≠ 0`,
`x ≠ 0`. The factor `cosh x` is the spin part, the rest is the orbital part. -/
def partitionRatio (m x : ℝ) : ℝ := Real.cosh x * (x / m) / Real.sinh (x / m)

/-- Leading weak-field terms: `cosh x - 1` behaves as `x²/2` and `sinh x / x - 1` as `x²/6`
when `x` tends to zero through nonzero values. -/
theorem weak_field_terms :
    Tendsto (fun x : ℝ => (Real.cosh x - 1) / x ^ 2) (𝓝[≠] 0) (𝓝 (1 / 2)) ∧
    Tendsto (fun x : ℝ => (Real.sinh x / x - 1) / x ^ 2) (𝓝[≠] 0) (𝓝 (1 / 6)) := by
  have habs : Tendsto (fun x : ℝ => |x|) (𝓝[≠] 0) (𝓝 0) := by
    have h : Tendsto (fun x : ℝ => |x|) (𝓝[≠] 0) (𝓝 |0|) :=
      (continuous_abs.tendsto (0 : ℝ)).mono_left nhdsWithin_le_nhds
    rwa [abs_zero] at h
  have key : ∀ (f : ℝ → ℝ) (L : ℝ), (∀ x, x ≠ 0 → |x| ≤ 1 → |f x - L| ≤ |x|) →
      Tendsto f (𝓝[≠] 0) (𝓝 L) := by
    intro f L h
    rw [tendsto_iff_norm_sub_tendsto_zero]
    refine squeeze_zero' (Eventually.of_forall fun _ => norm_nonneg _) ?_ habs
    filter_upwards [self_mem_nhdsWithin,
      habs.eventually_le_const (by norm_num : (0 : ℝ) < 1)] with x hx h1
    exact h x hx h1
  -- fourth-order remainder of the exponential at `x` and `-x`
  have bound : ∀ x : ℝ, |x| ≤ 1 → |Real.cosh x - 1 - x ^ 2 / 2| ≤ x ^ 4 ∧
      |Real.sinh x - x - x ^ 3 / 6| ≤ x ^ 4 := by
    intro x hx
    have e : |x| ^ 4 = x ^ 4 := by rw [← abs_pow, abs_of_nonneg (by positivity)]
    have h1 := Real.exp_bound hx (n := 4) (by norm_num)
    have h2 := Real.exp_bound (x := -x) (by rwa [abs_neg]) (n := 4) (by norm_num)
    rw [abs_neg, e, abs_le] at h2
    rw [e, abs_le] at h1
    obtain ⟨h1a, h1b⟩ := h1
    obtain ⟨h2a, h2b⟩ := h2
    norm_num [Finset.sum_range_succ, Nat.factorial] at h1a h1b h2a h2b
    have h4 : 0 ≤ x ^ 4 := by positivity
    rw [Real.cosh_eq, Real.sinh_eq, abs_le, abs_le]
    refine ⟨⟨?_, ?_⟩, ?_, ?_⟩ <;> nlinarith
  constructor
  · refine key _ _ fun x hx h1 => ?_
    have hx2 : 0 < x ^ 2 := by positivity
    have e : (Real.cosh x - 1) / x ^ 2 - 1 / 2 = (Real.cosh x - 1 - x ^ 2 / 2) / x ^ 2 := by
      field_simp
    have h2 : x ^ 2 ≤ |x| := by
      rw [← sq_abs]
      nlinarith [abs_nonneg x]
    rw [e, abs_div, abs_of_pos hx2, div_le_iff₀ hx2]
    nlinarith [(bound x h1).1, mul_le_mul_of_nonneg_right h2 hx2.le]
  · refine key _ _ fun x hx h1 => ?_
    have e : (Real.sinh x / x - 1) / x ^ 2 - 1 / 6
        = (Real.sinh x - x - x ^ 3 / 6) / x ^ 3 := by
      field_simp
    have e4 : |x| * |x| ^ 3 = x ^ 4 := by
      calc |x| * |x| ^ 3 = (|x| ^ 2) ^ 2 := by ring
        _ = x ^ 4 := by rw [sq_abs]; ring
    rw [e, abs_div, div_le_iff₀ (abs_pos.2 (pow_ne_zero 3 hx)), abs_pow, e4]
    exact (bound x h1).2

/-- Power series of `cosh x` and, for `y ≠ 0`, of `sinh y / y`, over common denominators. -/
theorem spin_orbit_series (x : ℝ) {y : ℝ} (hy : y ≠ 0) :
    HasSum (fun n : ℕ => (2 * (n : ℝ) + 1) * (x ^ 2) ^ n / (Nat.factorial (2 * n + 1) : ℝ))
      (Real.cosh x) ∧
    HasSum (fun n : ℕ => (y ^ 2) ^ n / (Nat.factorial (2 * n + 1) : ℝ)) (Real.sinh y / y) := by
  constructor
  · convert Real.hasSum_cosh x using 1
    funext n
    have h1 : 2 * (n : ℝ) + 1 ≠ 0 := by positivity
    rw [Nat.factorial_succ, pow_mul]
    push_cast
    rw [mul_div_mul_left _ _ h1]
  · have e : (fun n : ℕ => (y ^ 2) ^ n / (Nat.factorial (2 * n + 1) : ℝ)) =
        fun n : ℕ => y ^ (2 * n + 1) / (Nat.factorial (2 * n + 1) : ℝ) / y := by
      funext n
      rw [pow_succ y (2 * n), pow_mul]
      field_simp
    rw [e]
    exact (Real.hasSum_sinh y).div_const y

/-- If `y² ≥ 3x²` and `x ≠ 0`, then `cosh x` is smaller than `sinh y / y`. -/
theorem cosh_lt_sinh_div {x y : ℝ} (hx : x ≠ 0) (h : 3 * x ^ 2 ≤ y ^ 2) :
    Real.cosh x < Real.sinh y / y := by
  have hx2 : 0 < x ^ 2 := by positivity
  have hy : y ≠ 0 := by
    rintro rfl
    nlinarith
  have h3 : ∀ n : ℕ, 2 * (n : ℝ) + 1 ≤ 3 ^ n := by
    intro n
    induction n with
    | zero => norm_num
    | succ n ih =>
      rw [pow_succ]
      push_cast
      linarith [(Nat.cast_nonneg n : (0 : ℝ) ≤ n)]
  have hle : ∀ n : ℕ, (2 * (n : ℝ) + 1) * (x ^ 2) ^ n ≤ (y ^ 2) ^ n := fun n =>
    calc (2 * (n : ℝ) + 1) * (x ^ 2) ^ n ≤ 3 ^ n * (x ^ 2) ^ n :=
          mul_le_mul_of_nonneg_right (h3 n) (by positivity)
      _ = (3 * x ^ 2) ^ n := (mul_pow _ _ _).symm
      _ ≤ (y ^ 2) ^ n := pow_le_pow_left₀ (by positivity) h n
  have hlt : (2 * ((2 : ℕ) : ℝ) + 1) * (x ^ 2) ^ 2 < (y ^ 2) ^ 2 := by
    push_cast
    nlinarith [pow_le_pow_left₀ (by positivity) h 2, pow_pos hx2 2]
  obtain ⟨hc, hs⟩ := spin_orbit_series x hy
  exact hasSum_lt (i := 2)
    (by exact fun n => div_le_div_of_nonneg_right (hle n) (by positivity))
    (by exact div_lt_div_of_pos_right hlt (by positivity)) hc hs

/-- If `y² ≤ x²` and `y ≠ 0`, then `sinh y / y` is smaller than `cosh x`. -/
theorem sinh_div_lt_cosh {x y : ℝ} (hy : y ≠ 0) (h : y ^ 2 ≤ x ^ 2) :
    Real.sinh y / y < Real.cosh x := by
  have hy2 : 0 < y ^ 2 := by positivity
  have hle : ∀ n : ℕ, (y ^ 2) ^ n ≤ (2 * (n : ℝ) + 1) * (x ^ 2) ^ n := fun n =>
    (pow_le_pow_left₀ hy2.le h n).trans
      (le_mul_of_one_le_left (by positivity) (by linarith [(Nat.cast_nonneg n : (0 : ℝ) ≤ n)]))
  have hlt : (y ^ 2) ^ 1 < (2 * ((1 : ℕ) : ℝ) + 1) * (x ^ 2) ^ 1 := by
    push_cast
    nlinarith
  obtain ⟨hc, hs⟩ := spin_orbit_series x hy
  exact hasSum_lt (i := 1)
    (by exact fun n => div_le_div_of_nonneg_right (hle n) (by positivity))
    (by exact div_lt_div_of_pos_right hlt (by positivity)) hs hc

/-- For `m > 0` and `x ≠ 0` the quantity `sinh (x/m) / (x/m)` is positive, and the sign of the
logarithm of the partition ratio is decided by comparing it with `cosh x`. -/
theorem log_ratio_sign {m x : ℝ} (hm : 0 < m) (hx : x ≠ 0) :
    0 < Real.sinh (x / m) / (x / m) ∧
    (Real.log (partitionRatio m x) < 0 ↔ Real.cosh x < Real.sinh (x / m) / (x / m)) ∧
    (0 < Real.log (partitionRatio m x) ↔ Real.sinh (x / m) / (x / m) < Real.cosh x) := by
  have hs : 0 < Real.sinh (x / m) / (x / m) := by
    rcases lt_or_gt_of_ne (div_ne_zero hx hm.ne') with h | h
    · exact div_pos_of_neg_of_neg (Real.sinh_neg_iff.2 h) h
    · exact div_pos (Real.sinh_pos_iff.2 h) h
  have hZ : partitionRatio m x = Real.cosh x / (Real.sinh (x / m) / (x / m)) := by
    rw [partitionRatio, div_div_eq_mul_div]
  have hp := div_pos (Real.cosh_pos x) hs
  rw [hZ, Real.log_neg_iff hp, Real.log_pos_iff hp.le, div_lt_one hs, one_lt_div hs]
  exact ⟨hs, Iff.rfl, Iff.rfl⟩

/-- Weak-field response for band mass `m > 0`: the logarithm of the partition ratio over `x²`
tends to `1/2 - 1/(6m²)` as `x` tends to zero through nonzero values. -/
theorem tendsto_log_ratio {m : ℝ} (hm : 0 < m) :
    Tendsto (fun x => Real.log (partitionRatio m x) / x ^ 2) (𝓝[≠] 0)
      (𝓝 (1 / 2 - 1 / (6 * m ^ 2))) := by
  obtain ⟨hc, hs⟩ := weak_field_terms
  have hy : Tendsto (fun x : ℝ => x / m) (𝓝[≠] 0) (𝓝[≠] 0) := by
    refine tendsto_nhdsWithin_iff.2 ⟨?_, ?_⟩
    · have h : Tendsto (fun x : ℝ => x / m) (𝓝 0) (𝓝 (0 / m)) :=
        (continuous_id.div_const m).tendsto 0
      rw [zero_div] at h
      exact h.mono_left nhdsWithin_le_nhds
    · filter_upwards [self_mem_nhdsWithin] with x hx
      exact div_ne_zero hx hm.ne'
  have hcosh : Tendsto Real.cosh (𝓝[≠] 0) (𝓝 1) := by
    have h : Tendsto Real.cosh (𝓝[≠] 0) (𝓝 (Real.cosh 0)) :=
      (Real.continuous_cosh.tendsto 0).mono_left nhdsWithin_le_nhds
    rwa [Real.cosh_zero] at h
  have hs1 : Tendsto (fun x : ℝ => Real.sinh x / x) (𝓝[≠] 0) (𝓝 1) := by
    have hq : Tendsto (fun x : ℝ => x ^ 2) (𝓝[≠] 0) (𝓝 (0 ^ 2)) :=
      ((continuous_pow 2).tendsto (0 : ℝ)).mono_left nhdsWithin_le_nhds
    rw [zero_pow two_ne_zero] at hq
    have h := (hs.mul hq).add_const 1
    rw [mul_zero, zero_add] at h
    refine h.congr' ?_
    filter_upwards [self_mem_nhdsWithin] with x hx
    show (Real.sinh x / x - 1) / x ^ 2 * x ^ 2 + 1 = Real.sinh x / x
    rw [div_mul_cancel₀ _ (pow_ne_zero 2 hx)]
    ring
  -- the difference of spin and orbital terms carries the coefficient
  have hD : Tendsto (fun x => (Real.cosh x - Real.sinh (x / m) / (x / m)) / x ^ 2) (𝓝[≠] 0)
      (𝓝 (1 / 2 - 1 / (6 * m ^ 2))) := by
    have h := hc.sub ((hs.comp hy).mul_const (1 / m ^ 2))
    have e : (1 / 2 - 1 / 6 * (1 / m ^ 2) : ℝ) = 1 / 2 - 1 / (6 * m ^ 2) := by
      rw [div_mul_div_comm, one_mul]
    rw [e] at h
    refine h.congr' ?_
    filter_upwards [self_mem_nhdsWithin] with x hx
    have hx0 : x ≠ 0 := hx
    show (Real.cosh x - 1) / x ^ 2 - (Real.sinh (x / m) / (x / m) - 1) / (x / m) ^ 2 * (1 / m ^ 2)
      = (Real.cosh x - Real.sinh (x / m) / (x / m)) / x ^ 2
    generalize Real.sinh (x / m) / (x / m) = s
    field_simp
    ring
  have hlo := hD.div hcosh one_ne_zero
  have hup := hD.div (hs1.comp hy) one_ne_zero
  rw [div_one] at hlo hup
  -- squeeze with `1 - 1/Z ≤ log Z ≤ Z - 1`
  refine tendsto_of_tendsto_of_tendsto_of_le_of_le' hlo hup ?_ ?_ <;>
    filter_upwards [self_mem_nhdsWithin] with x hx
  all_goals
    have hx0 : x ≠ 0 := hx
    have hsp := (log_ratio_sign hm hx0).1
    have hcp := Real.cosh_pos x
    have hZ : partitionRatio m x = Real.cosh x / (Real.sinh (x / m) / (x / m)) := by
      rw [partitionRatio, div_div_eq_mul_div]
    rw [hZ]
  · show (Real.cosh x - Real.sinh (x / m) / (x / m)) / x ^ 2 / Real.cosh x ≤ _
    generalize Real.sinh (x / m) / (x / m) = s at hsp ⊢
    have e : (Real.cosh x - s) / x ^ 2 / Real.cosh x = (1 - (Real.cosh x / s)⁻¹) / x ^ 2 := by
      rw [inv_div, div_right_comm, sub_div, div_self hcp.ne']
    rw [e]
    exact div_le_div_of_nonneg_right (Real.one_sub_inv_le_log_of_pos (div_pos hcp hsp))
      (sq_nonneg x)
  · show _ ≤ (Real.cosh x - Real.sinh (x / m) / (x / m)) / x ^ 2 / (Real.sinh (x / m) / (x / m))
    generalize Real.sinh (x / m) / (x / m) = s at hsp ⊢
    have e : (Real.cosh x - s) / x ^ 2 / s = (Real.cosh x / s - 1) / x ^ 2 := by
      rw [div_right_comm, sub_div, div_self hsp.ne']
    rw [e]
    exact div_le_div_of_nonneg_right (Real.log_le_sub_one_of_pos (div_pos hcp hsp))
      (sq_nonneg x)

/-- For band mass above `1/√3`, every sufficiently weak nonzero field raises the partition function.
-/
theorem paramagnetic_weak_field {m : ℝ} (hm : 1 / √3 < m) :
    ∀ᶠ x in 𝓝[≠] (0 : ℝ), 0 < Real.log (partitionRatio m x) := by
  have hm0 : 0 < m := lt_trans (by positivity) hm
  rw [div_lt_iff₀ (by positivity)] at hm
  have h3 := one_lt_pow₀ hm two_ne_zero
  rw [mul_pow, Real.sq_sqrt (by norm_num)] at h3
  have hc : 0 < 1 / 2 - 1 / (6 * m ^ 2) := by
    rw [sub_pos, div_lt_div_iff₀ (by positivity) (by norm_num)]
    linarith
  have hev : ∀ᶠ x in 𝓝[≠] (0 : ℝ), 0 < Real.log (partitionRatio m x) / x ^ 2 :=
    (tendsto_log_ratio hm0) (Ioi_mem_nhds hc)
  filter_upwards [self_mem_nhdsWithin, hev] with x hx h
  have hx0 : x ≠ 0 := hx
  have h2 := mul_pos h (by positivity : 0 < x ^ 2)
  rwa [div_mul_cancel₀ _ (pow_ne_zero 2 hx0)] at h2

/-- For positive band mass up to and including `1/√3`, every nonzero field lowers the partition
function. -/
theorem diamagnetic_all_fields {m x : ℝ} (hm : 0 < m) (hm3 : m ≤ 1 / √3) (hx : x ≠ 0) :
    Real.log (partitionRatio m x) < 0 := by
  rw [le_div_iff₀ (by positivity)] at hm3
  have h3 := pow_le_one₀ (n := 2) (by positivity) hm3
  rw [mul_pow, Real.sq_sqrt (by norm_num)] at h3
  refine (log_ratio_sign hm hx).2.1.2 (cosh_lt_sinh_div hx ?_)
  rw [div_pow, le_div_iff₀ (by positivity)]
  nlinarith [mul_le_mul_of_nonneg_left h3 (sq_nonneg x)]

/-- For band mass at least the free-electron mass, every nonzero field raises the partition
function. -/
theorem paramagnetic_all_fields {m x : ℝ} (hm : 1 ≤ m) (hx : x ≠ 0) :
    0 < Real.log (partitionRatio m x) := by
  have hm0 : 0 < m := by linarith
  refine (log_ratio_sign hm0 hx).2.2.2 (sinh_div_lt_cosh (div_ne_zero hx hm0.ne') ?_)
  rw [div_pow]
  exact div_le_self (sq_nonneg x) (one_le_pow₀ hm)

/-- For positive band mass below the free-electron mass, fields with `x ≥ 2m/(1-m)²` lower the
partition function. -/
theorem diamagnetic_strong_field {m x : ℝ} (hm : 0 < m) (hm1 : m < 1)
    (hx : 2 * m / (1 - m) ^ 2 ≤ x) : Real.log (partitionRatio m x) < 0 := by
  have h1 : 0 < 1 - m := by linarith
  have hx0 : 0 < x := lt_of_lt_of_le (by positivity) hx
  refine (log_ratio_sign hm hx0.ne').2.1.2 ?_
  have hy : 0 < x / m := by positivity
  rw [lt_div_iff₀ hy]
  rw [div_le_iff₀ (by positivity)] at hx
  obtain ⟨y, hyd⟩ : ∃ y, y = x / m := ⟨_, rfl⟩
  have hxy : x = m * y := by
    rw [hyd]
    field_simp
  rw [← hyd] at hy ⊢
  have h2 : 2 ≤ y * (1 - m) ^ 2 := by
    refine le_of_mul_le_mul_left ?_ hm
    rw [hxy] at hx
    linarith
  -- split the orbital argument as `y = x + d`
  obtain ⟨d, hd⟩ : ∃ d, d = (1 - m) * y := ⟨_, rfl⟩
  have hd0 : 0 < d := by
    rw [hd]
    positivity
  have hyx : y = x + d := by
    rw [hxy, hd]
    ring
  have hdy : y ≤ d * (d / 2) := by
    rw [hd]
    nlinarith [mul_le_mul_of_nonneg_left h2 hy.le]
  have hsd : d * (d / 2) ≤ Real.sinh d := by
    have ha : d / 2 ≤ Real.sinh (d / 2) := Real.self_le_sinh_iff.2 (by positivity)
    have hb : d / 2 ≤ Real.cosh (d / 2) := ha.trans (Real.sinh_lt_cosh _).le
    have e : Real.sinh d = 2 * Real.sinh (d / 2) * Real.cosh (d / 2) := by
      rw [← Real.sinh_two_mul]
      congr 1
      ring
    rw [e]
    nlinarith [mul_le_mul ha hb (by positivity) (le_trans (by positivity) ha)]
  have hpos : 0 < Real.sinh x * Real.cosh d :=
    mul_pos (Real.sinh_pos_iff.2 hx0) (Real.cosh_pos d)
  have hmul := mul_le_mul_of_nonneg_left (hdy.trans hsd) (Real.cosh_pos x).le
  have hadd : Real.sinh y = Real.sinh x * Real.cosh d + Real.cosh x * Real.sinh d := by
    rw [hyx, Real.sinh_add]
  linarith

end

end OrbitalVersusSpinMagnetism
```

```lean
#print axioms OrbitalVersusSpinMagnetism.paramagnetic_weak_field
-- 'OrbitalVersusSpinMagnetism.paramagnetic_weak_field' depends on axioms: [propext, Classical.choice, Quot.sound]
#print axioms OrbitalVersusSpinMagnetism.diamagnetic_all_fields
-- 'OrbitalVersusSpinMagnetism.diamagnetic_all_fields' depends on axioms: [propext, Classical.choice, Quot.sound]
#print axioms OrbitalVersusSpinMagnetism.paramagnetic_all_fields
-- 'OrbitalVersusSpinMagnetism.paramagnetic_all_fields' depends on axioms: [propext, Classical.choice, Quot.sound]
#print axioms OrbitalVersusSpinMagnetism.diamagnetic_strong_field
-- 'OrbitalVersusSpinMagnetism.diamagnetic_strong_field' depends on axioms: [propext, Classical.choice, Quot.sound]
```

## Spin and Landau levels in one ratio

The file takes Z as the definition `partitionRatio m x`; its physical origin is as follows. A free-electron spin moment has energies ±μ_B B, so the spin sum divided by its zero-field value 2 is cosh x. The orbital motion has Landau levels (2n+1)μ_B B/m, whose Boltzmann sum is

Σₙ exp(−(2n+1)x/m) = 1/(2 sinh(x/m)).

The level degeneracy is proportional to B. Multiplying by it and dividing by the zero-field partition function gives (x/m)/sinh(x/m). Motion along the field cancels in the ratio.

The free energy per particle changes by −k_B T ln Z. Here "paramagnetic" means ln Z > 0 and "diamagnetic" means ln Z < 0. These words thus describe a total free energy that is lowered or raised by the field. In strong fields the magnetic moment, which is given by a derivative with respect to B, need not point the corresponding way.

The model assumes Boltzmann statistics, an isotropic parabolic band and a spin moment unaffected by the band structure. Within these restrictions, it shows how a band mass from an electronic-structure calculation enters the orbital response: through x/m in general, and through 1/m² in the weak-field coefficient.

## The weak-field coefficient

Write y = x/m and S(y) = sinh y / y, so that Z = cosh x / S(y). The theorem `tendsto_log_ratio` states that, for every m > 0,

ln Z(x)/x² → 1/2 − 1/(6m²) as x → 0, x ≠ 0.

The filter `𝓝[≠] 0` leaves out the origin itself, where the formula for Z reads 0/0; the limit runs through nonzero x of either sign.

The first step, `weak_field_terms`, uses the cubic Taylor polynomial of the exponential. For |x| ≤ 1, its remainders at x and −x combine to give

|cosh x − 1 − x²/2| ≤ x⁴ and |sinh x − x − x³/6| ≤ x⁴.

For x ≠ 0, dividing the first by x² and the second by |x|³ leaves errors of at most |x|. Hence

(cosh x − 1)/x² → 1/2 and (S(x) − 1)/x² → 1/6.

Since y = x/m also tends to zero through nonzero values,

(cosh x − S(y))/x² = (cosh x − 1)/x² − (1/m²)(S(y) − 1)/y² → 1/2 − 1/(6m²).

This is `hD` in the file. The logarithm is then enclosed by 1 − 1/Z ≤ ln Z ≤ Z − 1, which becomes

(cosh x − S(y))/(x² cosh x) ≤ ln Z/x² ≤ (cosh x − S(y))/(x² S(y)).

Both cosh x and S(y) tend to 1, so the outer expressions have the same limit and the squeeze theorem gives the result.

The coefficient is positive exactly when 3m² > 1. For m > 1/√3, the ratio ln Z/x² is therefore positive near zero, and multiplying by x² gives `paramagnetic_weak_field`. Its quantifier `∀ᶠ x in 𝓝[≠] (0 : ℝ)` means "for all sufficiently small nonzero x"; how small may depend on m.

## Masses with one sign at every field

The lemma `log_ratio_sign` shows that S(y) > 0 and reduces the sign of ln Z to a comparison: ln Z is negative exactly when cosh x < S(y), and positive exactly when S(y) < cosh x. The lemma `spin_orbit_series`, named after the spin and orbital factors and not after spin–orbit coupling, which the model leaves out, puts both series over the same denominators:

cosh x = Σₙ (2n+1)x²ⁿ/(2n+1)!

S(y) = Σₙ y²ⁿ/(2n+1)!

If 0 < m ≤ 1/√3, then y² ≥ 3x². Induction gives 2n+1 ≤ 3ⁿ, because 2n+3 ≤ 3(2n+1), and so

(2n+1)x²ⁿ ≤ 3ⁿx²ⁿ ≤ y²ⁿ.

At n = 2 the inequality is strict, since 5x⁴ < 9x⁴ ≤ y⁴. Summing gives cosh x < S(y), which is `cosh_lt_sinh_div`, and `diamagnetic_all_fields` follows: ln Z < 0 for every x ≠ 0. This includes the critical mass 1/√3, where the quadratic coefficient vanishes.

If m ≥ 1, then y² ≤ x², and y²ⁿ ≤ (2n+1)x²ⁿ for every n, strictly at n = 1. This gives `sinh_div_lt_cosh` and hence `paramagnetic_all_fields`: ln Z > 0 for every x ≠ 0.

## Strong fields below the free-electron mass

For 0 < m < 1, `diamagnetic_strong_field` states that ln Z < 0 whenever x ≥ 2m/(1−m)². Set d = y − x = (1−m)y, which is positive. The condition on x says that y(1−m)² ≥ 2, and multiplying by y gives d² ≥ 2y. Both sinh(d/2) and cosh(d/2) are at least d/2, so

sinh d = 2 sinh(d/2) cosh(d/2) ≥ d²/2 ≥ y.

The addition theorem now yields

sinh y = sinh x cosh d + cosh x sinh d > y cosh x,

because sinh x cosh d > 0. Dividing by y gives S(y) > cosh x, and `log_ratio_sign` turns this into ln Z < 0.

For 1/√3 < m < 1, the free-energy change is thus paramagnetic in weak fields and diamagnetic in strong ones. The bound 2m/(1−m)² is a sufficient field strength and does not locate the crossing.
